# Kahn's rejection scheme samples the Klein–Nishina energy ratio for a free electron at rest

Q: Take a photon whose energy equals one electron rest energy, $x=1$, scattered through a right angle, so that the ratio of incident to scattered energy is $y=2$. Kahn's scheme chooses one of two branches, with probabilities $3/11$ and $8/11$. The first proposes $y$ with density $1/2$ on $[1,3]$, the second with density $3/(2y^2)$, and each then accepts or rejects. How does that produce Klein–Nishina?

A: At $y=2$ the first branch accepts with probability $1$ and the second with probability $1/4$. The density of accepted events is
$$\tfrac{3}{11}\cdot\tfrac12\cdot 1+\tfrac{8}{11}\cdot\tfrac38\cdot\tfrac14=\tfrac{9}{44}.$$
With scattering cosine $c=0$, the Klein–Nishina shape is $(2+\tfrac12-1+0)/4=\tfrac38$. The ratio of the two is $6/11$, and it is the same at every $y$ in $[1,3]$. After a rejection the scheme starts again with a new choice of branch, so this constant ratio gives the accepted events the Klein–Nishina distribution.

In Lean 4 with Mathlib:

```lean
import Mathlib

open Set

namespace KahnComptonSampling

noncomputable section
```

Q: Why is that the right shape in $y$? The cross section is usually given per solid angle.

A: Compton kinematics gives $y=1+x(1-c)$, hence $c=1-(y-1)/x$.

```lean
/-- Cosine of the scattering angle for incident energy `x` (in electron rest energies)
and ratio `y` of incident to scattered photon energy. -/
def scatterCos (x y : ℝ) : ℝ := 1 - (y - 1) / x
```

For unpolarised photons, the tree-level cross section per solid angle is proportional to $y^{-2}(y+1/y-1+c^2)$. Since $d\Omega=2\pi\,dc$ after the azimuthal integral and $|dc|=dy/x$, changing to $y$ costs only a constant. The file takes this shape as a definition; it does not derive it from QED.

```lean
/-- The unnormalised Klein-Nishina distribution of the energy ratio `y`. -/
def knShape (x y : ℝ) : ℝ := (y + 1 / y - 1 + scatterCos x y ^ 2) / y ^ 2
```

Q: And the sampler?

A: It enters through its densities and acceptance probabilities, all real-valued functions. The proposals are $1/(2x)$ and $(1+2x)/(2xy^2)$.

```lean
/-- Proposal density of the first branch: uniform in `y`. -/
def flatDensity (x _y : ℝ) : ℝ := 1 / (2 * x)

/-- Proposal density of the second branch: proportional to `1 / y ^ 2`. -/
def tailDensity (x y : ℝ) : ℝ := (1 + 2 * x) / (2 * x * y ^ 2)
```

The acceptances are $4(1/y-1/y^2)$ and $(c^2+1/y)/2$.

```lean
/-- Acceptance probability in the first branch. -/
def flatAccept (y : ℝ) : ℝ := 4 * (1 / y - 1 / y ^ 2)

/-- Acceptance probability in the second branch. -/
def tailAccept (x y : ℝ) : ℝ := (scatterCos x y ^ 2 + 1 / y) / 2
```

The accepted density sums, over branches, branch probability times proposal density times acceptance. The first branch's probability $p$ is left free, and Kahn's value is named separately.

```lean
/-- Density of accepted events when the first branch is chosen with probability `p`. -/
def acceptedDensity (p x y : ℝ) : ℝ :=
  p * (flatDensity x y * flatAccept y) + (1 - p) * (tailDensity x y * tailAccept x y)

/-- Kahn's probability of choosing the first branch. -/
def kahnWeight (x : ℝ) : ℝ := (1 + 2 * x) / (9 + 2 * x)
```

Q: Are the proposals really probability densities?

A: Yes. Both formulas are positive, so only the integrals need checking. The range $[1,1+2x]$ has length $2x$, which settles the flat one. For the other,
$$\frac{1+2x}{2x}\int_1^{1+2x}\frac{dy}{y^2}=\frac{1+2x}{2x}\left(1-\frac1{1+2x}\right)=1.$$
The proof supplies the antiderivative, a multiple of $1/y$, and checks its derivative.

```lean
/-- Both proposal densities are normalised on the kinematic range of `y`. -/
theorem proposals_normalised {x : ℝ} (hx : 0 < x) :
    (∫ y in (1 : ℝ)..(1 + 2 * x), flatDensity x y) = 1 ∧
      (∫ y in (1 : ℝ)..(1 + 2 * x), tailDensity x y) = 1 := by
  have hL : 0 < 1 + 2 * x := by positivity
  constructor
  · simp only [flatDensity, intervalIntegral.integral_const, smul_eq_mul]
    field_simp
    ring
  · have hpos : ∀ y ∈ uIcc (1 : ℝ) (1 + 2 * x), 0 < y := by
      intro y hy
      rw [uIcc_of_le (by linarith)] at hy
      linarith [hy.1]
    -- the antiderivative is a multiple of `1 / y`
    rw [intervalIntegral.integral_eq_sub_of_hasDerivAt
      (f := fun y : ℝ => (-((1 + 2 * x) / (2 * x))) * y⁻¹)]
    · field_simp
      ring
    · intro y hy
      have hy0 := hpos y hy
      refine ((hasDerivAt_inv hy0.ne').const_mul (-((1 + 2 * x) / (2 * x)))).congr_deriv ?_
      unfold tailDensity
      field_simp
    · apply ContinuousOn.intervalIntegrable
      intro y hy
      have hy0 := hpos y hy
      have h : ContinuousAt (fun y : ℝ => (1 + 2 * x) / (2 * x * y ^ 2)) y := by
        fun_prop (disch := positivity)
      exact h.continuousWithinAt
```

Q: Could an "acceptance probability" exceed one?

A: Not on the kinematic range. There $0\le (y-1)/x\le 2$, so $-1\le c\le 1$. Put $u=1/y$, so $0<u\le1$. Then $4(u-u^2)\ge0$ and $1-4(u-u^2)=(2u-1)^2\ge0$. Also $0\le(c^2+u)/2\le1$. For the two bounds on the first acceptance, `nlinarith` receives the product $u(1-u)$ and this square as hints.

```lean
/-- On the kinematic range the scattering cosine lies between `-1` and `1`, and both
acceptance probabilities lie between `0` and `1`. -/
theorem acceptances_mem {x y : ℝ} (hx : 0 < x) (hy : y ∈ Icc 1 (1 + 2 * x)) :
    scatterCos x y ∈ Icc (-1) 1 ∧ flatAccept y ∈ Icc 0 1 ∧ tailAccept x y ∈ Icc 0 1 := by
  obtain ⟨h1, h2⟩ := hy
  have hy0 : 0 < y := by linarith
  have hu0 : 0 < 1 / y := by positivity
  have hu1 : 1 / y ≤ 1 := by
    rw [div_le_iff₀ hy0]
    linarith
  have hq0 : 0 ≤ (y - 1) / x := div_nonneg (by linarith) hx.le
  have hq2 : (y - 1) / x ≤ 2 := by
    rw [div_le_iff₀ hx]
    linarith
  have hc : scatterCos x y ∈ Icc (-1) 1 := by
    unfold scatterCos
    constructor <;> linarith
  have hf : flatAccept y = 4 * (1 / y - (1 / y) ^ 2) := by
    unfold flatAccept
    rw [div_pow, one_pow]
  have hc2 : scatterCos x y ^ 2 ≤ 1 := by nlinarith [hc.1, hc.2]
  refine ⟨hc, ?_, ?_⟩
  · rw [hf]
    constructor
    · nlinarith [mul_nonneg hu0.le (sub_nonneg.mpr hu1)]
    · nlinarith [sq_nonneg (2 * (1 / y) - 1)]
  · unfold tailAccept
    constructor
    · positivity
    · linarith
```

The upper limit on $y$ matters. For $x=1$, $y=5$ the formula gives $c=-3$ and a second acceptance of $(9+\tfrac15)/2=4.6$, which is not a probability.

Q: Now the constant ratio, for general $x$.

A: With weights $(1+2x)/(9+2x)$ and $8/(9+2x)$, the two contributions are
$$\frac{1+2x}{9+2x}\cdot\frac{1}{2x}\cdot\frac{4(y-1)}{y^2}=K\,\frac{y-1}{y^2},$$
$$\frac{8}{9+2x}\cdot\frac{1+2x}{2xy^2}\cdot\frac{c^2+1/y}{2}=K\,\frac{c^2+1/y}{y^2},$$
where $K=\dfrac{2(1+2x)}{x(9+2x)}$. Their sum is $K$ times the shape. The proof replaces the cosine by an arbitrary number `c`, since the algebra never uses its value, and finishes with `field_simp` and `ring`.

```lean
/-- Kahn's two branch probabilities are positive and the second one is `8 / (9 + 2 x)`; with
them the density of accepted events is a constant times the Klein-Nishina shape. -/
theorem acceptedDensity_kahn {x y : ℝ} (hx : 0 < x) (hy : 0 < y) :
    0 < kahnWeight x ∧ 0 < 1 - kahnWeight x ∧ 1 - kahnWeight x = 8 / (9 + 2 * x) ∧
      acceptedDensity (kahnWeight x) x y
        = 2 * (1 + 2 * x) / (x * (9 + 2 * x)) * knShape x y := by
  have hw : 1 - kahnWeight x = 8 / (9 + 2 * x) := by
    unfold kahnWeight
    field_simp
    ring
  refine ⟨by unfold kahnWeight; positivity, by rw [hw]; positivity, hw, ?_⟩
  unfold acceptedDensity
  rw [hw]
  unfold kahnWeight flatDensity flatAccept tailDensity tailAccept knShape
  generalize scatterCos x y = c
  field_simp
  ring
```

Q: A pointwise identity is not yet a statement about sampled events.

A: For $t$ in $[1,1+2x]$, integrating the accepted density from $1$ to $t$ gives the probability that one trial is accepted with ratio at most $t$. The first lemma below pulls $K$ out of the integral; the second obtains integrability from continuity.

```lean
/-- For `t ≥ 1`, the integral of the accepted density from `1` to `t` is a constant times the
integral of the Klein-Nishina shape from `1` to `t`. -/
theorem integral_accepted {x t : ℝ} (hx : 0 < x) (ht : 1 ≤ t) :
    (∫ y in (1 : ℝ)..t, acceptedDensity (kahnWeight x) x y)
      = 2 * (1 + 2 * x) / (x * (9 + 2 * x)) * ∫ y in (1 : ℝ)..t, knShape x y := by
  rw [← intervalIntegral.integral_const_mul]
  apply intervalIntegral.integral_congr
  intro y hy
  rw [uIcc_of_le ht] at hy
  exact (acceptedDensity_kahn hx (by linarith [hy.1])).2.2.2

/-- The Klein-Nishina shape is integrable over energy ratios from `1` to `t`. -/
theorem knShape_integrable {x t : ℝ} (hx : 0 < x) (ht : 1 ≤ t) :
    IntervalIntegrable (knShape x) MeasureTheory.volume 1 t := by
  apply ContinuousOn.intervalIntegrable
  intro y hy
  rw [uIcc_of_le ht] at hy
  have hy0 : 0 < y := by linarith [hy.1]
  have h : ContinuousAt
      (fun y : ℝ => (y + 1 / y - 1 + (1 - (y - 1) / x) ^ 2) / y ^ 2) y := by
    fun_prop (disch := positivity)
  exact h.continuousWithinAt
```

Dividing by the total acceptance probability conditions on acceptance, and $K$ cancels. The division is legitimate because the shape is positive: $y-1\ge0$, $1/y>0$ and $c^2\ge0$. So `kahn_sampling_exact` equates the two cumulative distributions at every $t$ in the range.

```lean
/-- Kahn's scheme accepts with positive probability, and the cumulative distribution of the
energy ratio among accepted events is the normalised Klein-Nishina one. -/
theorem kahn_sampling_exact {x t : ℝ} (hx : 0 < x) (ht : t ∈ Icc 1 (1 + 2 * x)) :
    0 < (∫ y in (1 : ℝ)..(1 + 2 * x), acceptedDensity (kahnWeight x) x y) ∧
      0 < (∫ y in (1 : ℝ)..(1 + 2 * x), knShape x y) ∧
      (∫ y in (1 : ℝ)..t, acceptedDensity (kahnWeight x) x y) /
          (∫ y in (1 : ℝ)..(1 + 2 * x), acceptedDensity (kahnWeight x) x y)
        = (∫ y in (1 : ℝ)..t, knShape x y) / ∫ y in (1 : ℝ)..(1 + 2 * x), knShape x y := by
  have hL : 1 ≤ 1 + 2 * x := by linarith
  have hk : 0 < 2 * (1 + 2 * x) / (x * (9 + 2 * x)) := by positivity
  have hkn : 0 < ∫ y in (1 : ℝ)..(1 + 2 * x), knShape x y := by
    apply intervalIntegral.intervalIntegral_pos_of_pos_on (knShape_integrable hx hL)
    · intro y hy
      have hy0 : 0 < y := by linarith [hy.1]
      have hu : 0 < 1 / y := by positivity
      unfold knShape
      exact div_pos (by linarith [hy.1, sq_nonneg (scatterCos x y)]) (by positivity)
    · linarith
  rw [integral_accepted hx ht.1, integral_accepted hx hL]
  -- the common constant cancels in the conditional probability
  exact ⟨mul_pos hk hkn, hkn, mul_div_mul_left _ _ hk.ne'⟩
```

Q: Is the random loop itself in there?

A: No. Random variables, repeated trials and floating-point arithmetic are not modelled; the conditional distribution is written directly as a ratio of integrals. For Monte Carlo photon transport, the result says that this sampling step adds no bias, given independent ideal random numbers and exact arithmetic, for unpolarised photons on free electrons at rest, without atomic binding.

Q: Would other branch weights work?

A: Not with these proposals and acceptances. Suppose the accepted density equals $k$ times the shape on the whole range. In forward scattering, $y=1$ and $c=1$, the flat branch accepts nothing and the shape is $2$, so
$$k=\frac{(1-p)(1+2x)}{4x}.$$
In backward scattering, $y=L=1+2x$ and $c=-1$, the accepted density minus $k$ times the shape is
$$\frac{4p}{L^2}+\frac{(1-p)(1+1/L)}{4xL}-\frac{(1-p)(L+1/L)}{4xL}=\frac{8p-(1-p)L}{2L^2}.$$
This must vanish, so $p=L/(8+L)$, which is Kahn's weight. The proof evaluates the same two endpoints, and assumes nothing about $p$ or $k$ beyond their being real.

```lean
/-- If the accepted density is proportional to the Klein-Nishina shape on the whole kinematic
range, the first branch is chosen with Kahn's probability. -/
theorem kahnWeight_unique {x p k : ℝ} (hx : 0 < x)
    (h : ∀ y ∈ Icc 1 (1 + 2 * x), acceptedDensity p x y = k * knShape x y) :
    p = kahnWeight x := by
  have hL : 0 < 1 + 2 * x := by positivity
  have c1 : scatterCos x 1 = 1 := by simp [scatterCos]
  have c2 : scatterCos x (1 + 2 * x) = -1 := by
    unfold scatterCos
    field_simp
    ring
  -- forward scattering fixes the constant of proportionality
  have h1 := h 1 ⟨le_refl _, by linarith⟩
  have hk : k = (1 - p) * (1 + 2 * x) / (4 * x) := by
    have e : acceptedDensity p x 1 - k * knShape x 1
        = 2 * ((1 - p) * (1 + 2 * x) / (4 * x) - k) := by
      unfold acceptedDensity flatDensity flatAccept tailDensity tailAccept knShape
      rw [c1]
      field_simp
      ring
    linarith
  -- backward scattering then fixes the branch probability
  have h2 := h (1 + 2 * x) ⟨by linarith, le_refl _⟩
  have e : acceptedDensity p x (1 + 2 * x) - k * knShape x (1 + 2 * x)
      = (8 * p - (1 - p) * (1 + 2 * x)) / (2 * (1 + 2 * x) ^ 2) := by
    rw [hk]
    unfold acceptedDensity flatDensity flatAccept tailDensity tailAccept knShape
    rw [c2]
    field_simp
    ring
  rw [h2, sub_self] at e
  have h3 : 8 * p - (1 - p) * (1 + 2 * x) = 0 := by
    rcases div_eq_zero_iff.mp e.symm with h | h
    · exact h
    · exact absurd h (by positivity)
  unfold kahnWeight
  rw [eq_div_iff (by positivity)]
  linarith
```

Q: How often does a trial succeed?

A: Insert $c=(1+x-y)/x$ and expand the shape:
$$\left(1-\frac{2(1+x)}{x^2}\right)\frac1y+\frac1{y^3}+\frac{1+2x}{x^2}\frac1{y^2}+\frac1{x^2}.$$
Between $1$ and $1+2x$, the first term integrates to its coefficient times $\ln(1+2x)$, the second to $\tfrac12\bigl(1-(1+2x)^{-2}\bigr)$, and the last two to $2/x$ each. Multiplying the sum by $K$ gives the acceptance probability. The proof differentiates the corresponding antiderivative and compares it with the shape.

```lean
/-- Closed form of the probability that one trial of Kahn's scheme is accepted. -/
theorem kahn_efficiency {x : ℝ} (hx : 0 < x) :
    (∫ y in (1 : ℝ)..(1 + 2 * x), acceptedDensity (kahnWeight x) x y)
      = 2 * (1 + 2 * x) / (x * (9 + 2 * x)) *
        ((1 - 2 * (1 + x) / x ^ 2) * Real.log (1 + 2 * x) + 4 / x
          + (1 - 1 / (1 + 2 * x) ^ 2) / 2) := by
  have hL : 1 ≤ 1 + 2 * x := by linarith
  have hL0 : 0 < 1 + 2 * x := by positivity
  rw [integral_accepted hx hL]
  congr 1
  rw [intervalIntegral.integral_eq_sub_of_hasDerivAt
    (f := fun y : ℝ => (1 - 2 * (1 + x) / x ^ 2) * Real.log y + (-1 / 2) * (y⁻¹ * y⁻¹)
      + (-(1 + 2 * x) / x ^ 2) * y⁻¹ + (1 / x ^ 2) * y) _ (knShape_integrable hx hL)]
  · simp only [Real.log_one]
    generalize Real.log (1 + 2 * x) = l
    field_simp
    ring
  · intro y hy
    rw [uIcc_of_le hL] at hy
    have hy0 : 0 < y := by linarith [hy.1]
    have hi := hasDerivAt_inv hy0.ne'
    refine (((((Real.hasDerivAt_log hy0.ne').const_mul (1 - 2 * (1 + x) / x ^ 2)).fun_add
      ((hi.fun_mul hi).const_mul (-1 / 2))).fun_add
      (hi.const_mul (-(1 + 2 * x) / x ^ 2))).fun_add
      ((hasDerivAt_id' y).const_mul (1 / x ^ 2))).congr_deriv ?_
    unfold knShape scatterCos
    field_simp
    ring

end

end KahnComptonSampling
```

For $x=1$ this is $\tfrac{6}{11}\left(-3\ln3+4+\tfrac49\right)\approx0.627$, so roughly five trials in eight are accepted.

```lean
#print axioms KahnComptonSampling.acceptances_mem
#print axioms KahnComptonSampling.kahn_sampling_exact
#print axioms KahnComptonSampling.kahnWeight_unique
#print axioms KahnComptonSampling.kahn_efficiency
```

```
'KahnComptonSampling.acceptances_mem' depends on axioms: [propext, Classical.choice, Quot.sound]
'KahnComptonSampling.kahn_sampling_exact' depends on axioms: [propext, Classical.choice, Quot.sound]
'KahnComptonSampling.kahnWeight_unique' depends on axioms: [propext, Classical.choice, Quot.sound]
'KahnComptonSampling.kahn_efficiency' depends on axioms: [propext, Classical.choice, Quot.sound]
```
